# For exponential s and p orbitals, the Becke-Johnson term diverges at infinity on the nodal plane of the slower-decaying p orbital

When the Becke-Johnson exchange potential is applied to a finite molecule, it can be shifted by a constant that is meant to make it vanish far away. The potential contains the term C·B, where C = √(5/12)/π in atomic units and B² is the sum of |∇ψ|² over the occupied orbitals of one spin, divided by their density. The shift subtracts C·a, where a = √(−2ε) is the decay constant of the highest occupied orbital and ε is its energy in the shifted potential. This presumes that B tends to a in every direction.

That presumption is examined here for two fixed orbitals, a p-type one that decays slowly and an s-type one that decays faster:

f₁ = x exp(−a r), f₂ = exp(−b r), 0 < a < b.

The condition a < b makes f₁ the highest occupied orbital. B tends to a along every ray from the origin that leaves the plane x = 0, but grows like exp((b−a)r) along rays in that plane, where f₁ vanishes and its gradient does not. The result bears on the use of this potential for molecules whose highest occupied orbital has a nodal plane, insofar as two prescribed exponentials represent their tails.

## Two orbitals and their Becke-Johnson term

The calculation needs only lengths and angles, so space is a real inner product space E, later required to be complete so that gradients exist as vectors. The position is p, with r = ‖p‖.

```lean
import Mathlib

open Filter Topology

namespace BeckeJohnsonNodalPlane

noncomputable section

variable {E : Type*} [NormedAddCommGroup E] [InnerProductSpace ℝ E]
```

The p orbital has a unit axis n, which is a direction and not a quantum number. The coordinate along it is x = ⟨n,p⟩, and the nodal plane is x = 0:

f₁(p) = ⟨n,p⟩ exp(−a r).

```lean
/-- The p-type orbital `⟨n, q⟩ exp(-a r)` with axis `n`; it vanishes on the plane normal to `n`. -/
def pOrbital (n : E) (a : ℝ) (q : E) : ℝ := inner ℝ n q * Real.exp (-a * ‖q‖)
```

The s orbital has no angular dependence:

f₂(p) = exp(−b r).

```lean
/-- The s-type orbital `exp(-b r)`. -/
def sOrbital (b : ℝ) (q : E) : ℝ := Real.exp (-b * ‖q‖)
```

For equal occupations the occupation number cancels, leaving

B = √((|∇f₁|² + |∇f₂|²)/(f₁² + f₂²)).

The definition accepts any two real functions and uses Mathlib's `gradient`, so the derivatives below have to be proved. It omits the prefactor C.

```lean
/-- The Becke-Johnson term, without its constant prefactor, of two equally occupied real orbitals,
at points where both are differentiable and do not vanish together. -/
def beckeJohnson [CompleteSpace E] (f g : E → ℝ) (p : E) : ℝ :=
  √((‖gradient f p‖ ^ 2 + ‖gradient g p‖ ^ 2) / (f p ^ 2 + g p ^ 2))
```

## Gradients away from the nucleus

Since r = √(r²), the chain rule gives ∇r = p/r for p ≠ 0, and therefore

∇exp(−c r) = −c exp(−c r) p/r.

Lean states this for the differential, with `innerSL ℝ p` denoting the map v ↦ ⟨p,v⟩. The proof differentiates the smooth function r², takes the square root, and then the exponential.

```lean
/-- Away from the origin, the differential of `exp(-c r)` is `-c exp(-c r)` times the
radial unit covector. -/
theorem hasFDerivAt_sOrbital (c : ℝ) {p : E} (hp : p ≠ 0) :
    HasFDerivAt (sOrbital c) ((-(c * Real.exp (-c * ‖p‖)) / ‖p‖) • innerSL ℝ p) p := by
  -- the distance r is the square root of the smooth function r²
  have h := ((hasStrictFDerivAt_norm_sq p).hasFDerivAt).sqrt
    (pow_ne_zero 2 (norm_ne_zero_iff.2 hp))
  have hnorm : HasFDerivAt (fun q : E => ‖q‖) (‖p‖⁻¹ • innerSL ℝ p) p := by
    refine (h.congr_fderiv ?_).congr_of_eventuallyEq
      (Eventually.of_forall fun q => (Real.sqrt_sq (norm_nonneg q)).symm)
    rw [Real.sqrt_sq (norm_nonneg p)]
    module
  exact ((hnorm.const_mul (-c)).exp).congr_fderiv (by module)
```

The vector p/r has length 1, so

|∇f₂|² = b² exp(−2b r).

The proof turns the differential into a gradient vector and takes its norm.

```lean
variable [CompleteSpace E]

/-- Away from the origin, the squared gradient of the s-type orbital is `b² exp(-2 b r)`. -/
theorem norm_sq_gradient_sOrbital (b : ℝ) {p : E} (hp : p ≠ 0) :
    ‖gradient (sOrbital b) p‖ ^ 2 = (-(b * Real.exp (-b * ‖p‖))) ^ 2 := by
  have h : HasGradientAt (sOrbital b) ((-(b * Real.exp (-b * ‖p‖)) / ‖p‖) • p) p := by
    refine hasGradientAt_iff_hasFDerivAt.2 ((hasFDerivAt_sOrbital b hp).congr_fderiv ?_)
    ext v
    change _ * inner ℝ p v = inner ℝ (_ • p) v
    rw [inner_smul_left]
    simp only [conj_trivial]
  rw [h.gradient, norm_smul, mul_pow, Real.norm_eq_abs, sq_abs, ← mul_pow,
    div_mul_cancel₀ _ (norm_ne_zero_iff.2 hp)]
```

For the p orbital, the product rule gives

∇f₁ = exp(−a r) (n − (a x/r) p).

Expanding the square with |n| = 1 and ⟨n,p⟩ = x,

|∇f₁|² = exp(−2a r) (1 − 2a x²/r + a²x²).

The leading 1 comes from differentiating x, and it survives on the nodal plane. In Lean, `norm_sub_sq_real` expands the square.

```lean
/-- Away from the origin, the squared gradient of the p-type orbital with unit axis is
`exp(-2 a r) (1 - 2 a x²/r + a² x²)`, where `x` is the coordinate along the axis. -/
theorem norm_sq_gradient_pOrbital {n : E} (hn : ‖n‖ = 1) (a : ℝ) {p : E} (hp : p ≠ 0) :
    ‖gradient (pOrbital n a) p‖ ^ 2 = Real.exp (-a * ‖p‖) ^ 2 *
      (1 - 2 * a * inner ℝ n p ^ 2 * ‖p‖⁻¹ + a ^ 2 * inner ℝ n p ^ 2) := by
  have h1 : HasFDerivAt (fun q : E => inner ℝ n q) (innerSL ℝ n) p :=
    (innerSL ℝ n).hasFDerivAt
  have h : HasGradientAt (pOrbital n a)
      (Real.exp (-a * ‖p‖) • (n - (a * inner ℝ n p / ‖p‖) • p)) p := by
    refine hasGradientAt_iff_hasFDerivAt.2
      ((h1.mul (hasFDerivAt_sOrbital a hp)).congr_fderiv ?_)
    ext v
    change inner ℝ n p * ((-(a * Real.exp (-a * ‖p‖)) / ‖p‖) * inner ℝ p v)
      + Real.exp (-a * ‖p‖) * inner ℝ n v
      = inner ℝ (Real.exp (-a * ‖p‖) • (n - (a * inner ℝ n p / ‖p‖) • p)) v
    rw [inner_smul_left, inner_sub_left, inner_smul_left]
    simp only [conj_trivial]
    ring
  have h2 : ‖(a * inner ℝ n p / ‖p‖) • p‖ ^ 2 = (a * inner ℝ n p) ^ 2 := by
    rw [norm_smul, mul_pow, Real.norm_eq_abs, sq_abs, ← mul_pow,
      div_mul_cancel₀ _ (norm_ne_zero_iff.2 hp)]
  rw [h.gradient, norm_smul, mul_pow, Real.norm_eq_abs, sq_abs, norm_sub_sq_real, h2, hn,
    inner_smul_right]
  ring
```

## The common exponential cancels

Put w = exp(−2(b−a)r). Then exp(−2b r) = exp(−2a r) w, and exp(−2a r) divides out of numerator and denominator:

B² = (1 − 2a x²/r + a²x² + b²w)/(x² + w).

This is exact for every p ≠ 0. The factorisation of the exponential is `hw` in the proof, and `mul_div_mul_left` performs the cancellation.

```lean
/-- The Becke-Johnson term of the orbital pair in closed form, away from the origin and for a
unit axis `n`. -/
theorem beckeJohnson_eq {n : E} (hn : ‖n‖ = 1) (a b : ℝ) {p : E} (hp : p ≠ 0) :
    beckeJohnson (pOrbital n a) (sOrbital b) p =
      √((1 - 2 * a * inner ℝ n p ^ 2 * ‖p‖⁻¹ + a ^ 2 * inner ℝ n p ^ 2
          + b ^ 2 * Real.exp (-(2 * (b - a) * ‖p‖)))
        / (inner ℝ n p ^ 2 + Real.exp (-(2 * (b - a) * ‖p‖)))) := by
  have hw : Real.exp (-b * ‖p‖) ^ 2
      = Real.exp (-a * ‖p‖) ^ 2 * Real.exp (-(2 * (b - a) * ‖p‖)) := by
    rw [sq, sq, ← Real.exp_add, ← Real.exp_add, ← Real.exp_add]
    congr 1
    ring
  unfold beckeJohnson
  rw [norm_sq_gradient_pOrbital hn a hp, norm_sq_gradient_sOrbital b hp]
  unfold pOrbital sOrbital
  -- the common factor exp(-2 a r) cancels
  rw [neg_sq, mul_pow b, mul_pow (inner ℝ n p), hw,
    ← mul_div_mul_left _ (inner ℝ n p ^ 2 + Real.exp (-(2 * (b - a) * ‖p‖)))
      (pow_ne_zero 2 (Real.exp_ne_zero (-a * ‖p‖)))]
  congr 2 <;> ring
```

## Leaving the molecule off the plane

For x ≠ 0, set y = 1/x² and divide numerator and denominator by x²:

B² = (y − 2a/r + a² + b²w y)/(1 + w y).

If r → ∞ and y → k, then 1/r and w tend to 0, since a < b. Hence

B → √(a² + k).

The theorem allows any path `γ` along which these limits hold; the filter `l` says how its parameter runs. In the proof, `H` collects the limits, `key` is the division by x², and `congr'` transfers the limit to B, because the closed form holds once r > 0 and x ≠ 0.

```lean
/-- Let `a < b`, and let `x` be the coordinate along the unit axis `n`. If `r → ∞` off the nodal
plane while `1/x²` tends to `k`, the Becke-Johnson term tends to `√(a² + k)`. -/
theorem tendsto_off_plane {ι : Type*} {l : Filter ι} {n : E} (hn : ‖n‖ = 1) {a b k : ℝ}
    (hab : a < b) {γ : ι → E} (hr : Tendsto (fun i => ‖γ i‖) l atTop)
    (hx : ∀ᶠ i in l, inner ℝ n (γ i) ≠ 0)
    (hy : Tendsto (fun i => (inner ℝ n (γ i) ^ 2)⁻¹) l (𝓝 k)) :
    Tendsto (fun i => beckeJohnson (pOrbital n a) (sOrbital b) (γ i)) l
      (𝓝 √(a ^ 2 + k)) := by
  have hw : Tendsto (fun i => Real.exp (-(2 * (b - a) * ‖γ i‖))) l (𝓝 0) :=
    Real.tendsto_exp_neg_atTop_nhds_zero.comp
      (hr.const_mul_atTop (by linarith : 0 < 2 * (b - a)))
  have hs : Tendsto (fun i => ‖γ i‖⁻¹) l (𝓝 0) := tendsto_inv_atTop_zero.comp hr
  have H := ((((hy.sub (hs.const_mul (2 * a))).add_const (a ^ 2)).add
    ((hw.mul hy).const_mul (b ^ 2))).div ((hw.mul hy).const_add 1) (by simp)).sqrt
  have e : (k - 2 * a * 0 + a ^ 2 + b ^ 2 * (0 * k)) / (1 + 0 * k) = a ^ 2 + k := by
    simp [add_comm]
  rw [e] at H
  -- dividing numerator and denominator by x²
  have key : ∀ X s w y : ℝ, 0 < w → 0 < y → X ^ 2 * y = 1 →
      (y - 2 * a * s + a ^ 2 + b ^ 2 * (w * y)) / (1 + w * y)
        = (1 - 2 * a * X ^ 2 * s + a ^ 2 * X ^ 2 + b ^ 2 * w) / (X ^ 2 + w) := by
    intro X s w y h0 h1 h
    rw [div_eq_div_iff (by positivity) (by positivity)]
    linear_combination ((1 + w * y) * (1 + b ^ 2 * w)
      - (y - 2 * a * s + a ^ 2 + b ^ 2 * (w * y)) * w) * h
  refine H.congr' ?_
  filter_upwards [hr.eventually_gt_atTop 0, hx] with i hi hxi
  have hX : inner ℝ n (γ i) ^ 2 ≠ 0 := pow_ne_zero 2 hxi
  rw [beckeJohnson_eq hn a b (norm_pos_iff.1 hi)]
  exact congrArg Real.sqrt (key _ _ _ _ (Real.exp_pos _)
    (inv_pos.2 ((sq_nonneg _).lt_of_ne' hX)) (mul_inv_cancel₀ hX))
```

A path that recedes parallel to the plane at height h ≠ 0 has y = 1/h² throughout, so

B → √(a² + 1/h²).

The limit is finite, but exceeds a and grows without bound as h → 0. Such paths exist in two or more dimensions. The proof inserts the constant y into the preceding theorem.

```lean
/-- For `a < b` and a unit axis `n`, going to infinity at fixed nonzero coordinate `h` above the
nodal plane, the Becke-Johnson term tends to `√(a² + 1/h²)`. -/
theorem tendsto_fixed_height {ι : Type*} {l : Filter ι} {n : E} (hn : ‖n‖ = 1) {a b h : ℝ}
    (hab : a < b) (hh : h ≠ 0) {γ : ι → E} (hr : Tendsto (fun i => ‖γ i‖) l atTop)
    (hx : ∀ i, inner ℝ n (γ i) = h) :
    Tendsto (fun i => beckeJohnson (pOrbital n a) (sOrbital b) (γ i)) l
      (𝓝 √(a ^ 2 + 1 / h ^ 2)) := by
  rw [one_div]
  refine tendsto_off_plane hn hab hr (Eventually.of_forall fun i => ?_) ?_
  · rw [hx i]
    exact hh
  · simp only [hx]
    exact tendsto_const_nhds
```

## Growth inside the plane

With x = 0 the closed form reduces to B² = (1 + b²w)/w. Since exp(−(b−a)r) = √w,

exp(−(b−a)r) B = √(1 + b²w).

Lean writes the exponential as a square root, merges the two roots, and cancels w with `field_simp`.

```lean
/-- For a unit axis `n`, on the nodal plane and away from the origin, the Becke-Johnson term times
`exp(-(b-a) r)` equals `√(1 + b² exp(-2(b-a) r))`. -/
theorem beckeJohnson_on_plane {n : E} (hn : ‖n‖ = 1) (a b : ℝ) {p : E} (hp : p ≠ 0)
    (hx : inner ℝ n p = 0) :
    Real.exp (-(b - a) * ‖p‖) * beckeJohnson (pOrbital n a) (sOrbital b) p =
      √(1 + b ^ 2 * Real.exp (-(2 * (b - a) * ‖p‖))) := by
  have hv : Real.exp (-(b - a) * ‖p‖) = √(Real.exp (-(2 * (b - a) * ‖p‖))) := by
    rw [show -(2 * (b - a) * ‖p‖) = -(b - a) * ‖p‖ + -(b - a) * ‖p‖ by ring,
      Real.exp_add, Real.sqrt_mul_self (Real.exp_pos _).le]
  rw [beckeJohnson_eq hn a b hp, hx, hv, ← Real.sqrt_mul (Real.exp_pos _).le]
  congr 1
  have hw := Real.exp_ne_zero (-(2 * (b - a) * ‖p‖))
  generalize Real.exp (-(2 * (b - a) * ‖p‖)) = w at hw ⊢
  simp only [ne_eq, OfNat.ofNat_ne_zero, not_false_eq_true, zero_pow, mul_zero, zero_mul,
    sub_zero, add_zero, zero_add]
  field_simp
```

As r → ∞, w → 0 and the right-hand side tends to 1. It is also never less than 1, so

B ≥ exp((b−a)r) ≥ (b−a)r → ∞.

The two halves of the proof are these two arguments. They apply to any path to infinity within the plane, straight or not.

```lean
/-- For `a < b` and a unit axis `n`, along any path to infinity inside the nodal plane,
`exp(-(b-a) r)` times the Becke-Johnson term tends to 1, and the term itself diverges. -/
theorem tendsto_on_plane {ι : Type*} {l : Filter ι} {n : E} (hn : ‖n‖ = 1) {a b : ℝ}
    (hab : a < b) {γ : ι → E} (hr : Tendsto (fun i => ‖γ i‖) l atTop)
    (hx : ∀ i, inner ℝ n (γ i) = 0) :
    Tendsto (fun i => Real.exp (-(b - a) * ‖γ i‖) *
      beckeJohnson (pOrbital n a) (sOrbital b) (γ i)) l (𝓝 1) ∧
    Tendsto (fun i => beckeJohnson (pOrbital n a) (sOrbital b) (γ i)) l atTop := by
  constructor
  · have hw : Tendsto (fun i => Real.exp (-(2 * (b - a) * ‖γ i‖))) l (𝓝 0) :=
      Real.tendsto_exp_neg_atTop_nhds_zero.comp
        (hr.const_mul_atTop (by linarith : 0 < 2 * (b - a)))
    have H := ((hw.const_mul (b ^ 2)).const_add 1).sqrt
    rw [mul_zero, add_zero, Real.sqrt_one] at H
    refine H.congr' ?_
    filter_upwards [hr.eventually_gt_atTop 0] with i hi
    exact (beckeJohnson_on_plane hn a b (norm_pos_iff.1 hi) (hx i)).symm
  · -- the term is at least exp((b-a) r), hence at least (b-a) r
    refine tendsto_atTop_mono' l ?_ (hr.const_mul_atTop (sub_pos.2 hab))
    filter_upwards [hr.eventually_gt_atTop 0] with i hi
    have h1 : 1 ≤ Real.exp (-(b - a) * ‖γ i‖) *
        beckeJohnson (pOrbital n a) (sOrbital b) (γ i) := by
      rw [beckeJohnson_on_plane hn a b (norm_pos_iff.1 hi) (hx i)]
      refine (Real.le_sqrt' one_pos).2 ?_
      have : 0 ≤ b ^ 2 * Real.exp (-(2 * (b - a) * ‖γ i‖)) := by positivity
      linarith
    have h2 := mul_le_mul_of_nonneg_left h1 (Real.exp_pos ((b - a) * ‖γ i‖)).le
    rw [← mul_assoc, ← Real.exp_add,
      show (b - a) * ‖γ i‖ + -(b - a) * ‖γ i‖ = 0 by ring, Real.exp_zero, one_mul,
      mul_one] at h2
    linarith [Real.add_one_le_exp ((b - a) * ‖γ i‖)]
```

## Rays in three dimensions

A ray from the origin is p = t u with |u| = 1, so r = t for t > 0 and x = t u_x. If u_x ≠ 0, then

1/x² = 1/(t² u_x²) → 0,

and the off-plane limit with k = 0 gives B → √(a²) = a. If u_x = 0, the whole ray lies in the nodal plane, so exp(−(b−a)t) B → 1 and B → ∞.

The final theorem says this for ordinary Cartesian space. `EuclideanSpace ℝ (Fin 3)` is R³ with its usual length, and `p 0` is the coordinate x, because Lean counts from zero. The hypotheses `h₁` and `h₂` fix the two orbitals at every point, `hu` makes u a unit vector, `𝓝 a` denotes convergence to a, and a final `atTop` denotes divergence to +∞. The proof takes n to be the first basis vector, identifies the given functions with `pOrbital` and `sOrbital`, and applies the two path theorems.

```lean
/-- In three dimensions let `f₁ = x exp(-a r)` and `f₂ = exp(-b r)` with `0 < a < b`. Along rays
from the origin with `x ≠ 0` the Becke-Johnson term tends to `a`; along those in the plane `x = 0`
it diverges, and its product with `exp(-(b-a) r)` tends to 1. -/
theorem beckeJohnson_along_rays {a b : ℝ} (ha : 0 < a) (hab : a < b)
    {f₁ f₂ : EuclideanSpace ℝ (Fin 3) → ℝ}
    (h₁ : ∀ p, f₁ p = p 0 * Real.exp (-a * ‖p‖)) (h₂ : ∀ p, f₂ p = Real.exp (-b * ‖p‖))
    {u : EuclideanSpace ℝ (Fin 3)} (hu : ‖u‖ = 1) :
    (u 0 ≠ 0 → Tendsto (fun t : ℝ => beckeJohnson f₁ f₂ (t • u)) atTop (𝓝 a)) ∧
    (u 0 = 0 →
      Tendsto (fun t : ℝ => Real.exp (-(b - a) * t) * beckeJohnson f₁ f₂ (t • u))
        atTop (𝓝 1) ∧
      Tendsto (fun t : ℝ => beckeJohnson f₁ f₂ (t • u)) atTop atTop) := by
  let n : EuclideanSpace ℝ (Fin 3) := EuclideanSpace.single 0 1
  have hn : ‖n‖ = 1 := by simp [n]
  have hc : ∀ q : EuclideanSpace ℝ (Fin 3), inner ℝ n q = q 0 := fun q => by
    simp [n, EuclideanSpace.inner_single_left]
  have e₁ : f₁ = pOrbital n a := funext fun q => by rw [h₁, pOrbital, hc]
  have e₂ : f₂ = sOrbital b := funext h₂
  have hr : Tendsto (fun t : ℝ => ‖t • u‖) atTop atTop := by
    simp only [norm_smul, hu, mul_one, Real.norm_eq_abs]
    exact tendsto_abs_atTop_atTop
  rw [e₁, e₂]
  constructor
  · intro h0
    have hy : Tendsto (fun t : ℝ => (inner ℝ n (t • u) ^ 2)⁻¹) atTop (𝓝 0) := by
      have hi : Tendsto (fun t : ℝ => t⁻¹) atTop (𝓝 0) := tendsto_inv_atTop_zero
      have h := (hi.mul_const (u 0)⁻¹).pow 2
      rw [zero_mul, zero_pow two_ne_zero] at h
      refine h.congr fun t => ?_
      rw [inner_smul_right, hc]
      ring
    have hx : ∀ᶠ t : ℝ in atTop, inner ℝ n (t • u) ≠ 0 := by
      filter_upwards [eventually_gt_atTop 0] with t ht
      rw [inner_smul_right, hc]
      exact mul_ne_zero ht.ne' h0
    have H := tendsto_off_plane hn hab hr hx hy
    rwa [add_zero, Real.sqrt_sq ha.le] at H
  · intro h0
    have H := tendsto_on_plane hn hab hr
      (fun t => by rw [inner_smul_right, hc, h0, mul_zero])
    refine ⟨H.1.congr' ?_, H.2⟩
    filter_upwards [eventually_gt_atTop 0] with t ht
    rw [norm_smul, hu, mul_one, Real.norm_eq_abs, abs_of_pos ht]

end

end BeckeJohnsonNodalPlane
```

```lean
#print axioms BeckeJohnsonNodalPlane.tendsto_fixed_height
#print axioms BeckeJohnsonNodalPlane.beckeJohnson_on_plane
#print axioms BeckeJohnsonNodalPlane.beckeJohnson_along_rays
```

```
'BeckeJohnsonNodalPlane.tendsto_fixed_height' depends on axioms: [propext, Classical.choice, Quot.sound]
'BeckeJohnsonNodalPlane.beckeJohnson_on_plane' depends on axioms: [propext, Classical.choice, Quot.sound]
'BeckeJohnsonNodalPlane.beckeJohnson_along_rays' depends on axioms: [propext, Classical.choice, Quot.sound]
```

## The term at one grid point

The orbitals above are not normalised. Their normalised forms are √(a⁵/π) f₁ and √(b³/π) f₂. This leaves the off-plane limits unchanged and turns the limit 1 on the plane into √(a⁵/b³).

In a calculation, the squares of the orbital values and of their gradients are summed at each grid point. The first sum is the density, the second is the kinetic-energy density up to a constant factor, and the square root of their ratio enters the potential. Take a = 1 and b = 1.5 in atomic units, and a grid point in the nodal plane at r = 10 bohr. With normalised orbitals B is about 81, so the term C·B is about 16.6 hartree. The constant C·a that the shift subtracts is about 0.21 hartree. The density of this spin at that point is only about 10⁻¹³ bohr⁻³, so a code that skips points below a density threshold may not evaluate the term there.

Passing from this model to a molecule requires a further step: showing that the tails of its self-consistent orbitals, with their power-law prefactors and the contributions of all other occupied orbitals, preserve this ordering of decay on the nodal plane.
